# A lossless Drude nanoshell in vacuum has two quasi-static surface-plasmon frequencies for each $l\ge 1$

Let a spherical metal shell fill $a<r<b$, where $r$ is the distance from its centre and $a>0$, with vacuum in the core and outside, and let its permittivity be $\varepsilon=1-\omega_p^2/\omega^2$ with $\omega_p>0$. A surface-plasmon mode of order $l\ge1$, with a potential that obeys Laplace's equation in each region, exists at $\omega>0$ exactly when

$$\omega^2=\frac{\omega_p^2}{2}(1\pm\sigma),\qquad \sigma=\frac{\sqrt{1+4l(l+1)q}}{2l+1},\qquad q=\Big(\frac ab\Big)^{2l+1}.$$

The two values are positive and distinct, and the lower frequency tends to 0 as $a/b\to1$ from below. In this local, lossless model without retardation, the formula gives reference frequencies for simulations of metallic shells.

## Potentials and matching

The plasma frequency $\omega_p$ is that of the free electrons oscillating against the ions in the bulk metal. The radial potential is $Ar^l$ in the core, $Br^l+Cr^{-l-1}$ in the metal and $Dr^{-l-1}$ outside. The potential and $\varepsilon$ times its radial derivative are continuous at each surface. A mode is a nonzero set of amplitudes that meets these conditions without a driving field.

## From four equations to two frequencies

The operator $r\,d/dr$ multiplies $r^l$ by $l$ and $r^{-l-1}$ by $-(l+1)$. At $r=a$ this gives

$$Aa^l=Ba^l+Ca^{-l-1},\qquad lAa^l=\varepsilon\,[\,lBa^l-(l+1)Ca^{-l-1}],$$

and at $r=b$

$$Bb^l+Cb^{-l-1}=Db^{-l-1},\qquad \varepsilon\,[\,lBb^l-(l+1)Cb^{-l-1}]=-(l+1)Db^{-l-1}.$$

Eliminating $A$ and $D$ leaves

$$l(\varepsilon-1)a^lB=(l+(l+1)\varepsilon)a^{-l-1}C,$$
$$(l\varepsilon+l+1)b^lB=(l+1)(\varepsilon-1)b^{-l-1}C.$$

If $B=C=0$, then $A=D=0$. A mode therefore needs a nonzero pair $(B,C)$, which exists exactly when the determinant vanishes:

$$(l+(l+1)\varepsilon)(l\varepsilon+l+1)=l(l+1)\,q\,(\varepsilon-1)^2.$$

Put $\varepsilon=1-z$ with $z=\omega_p^2/\omega^2$. The left side becomes $(2l+1)^2(1-z)+l(l+1)z^2$ and the right side $l(l+1)qz^2$. Multiplying by $\omega^4/(2l+1)^2$ gives

$$\omega^4-\omega_p^2\omega^2+\frac{l(l+1)(1-q)}{(2l+1)^2}\,\omega_p^4=0.$$

Since $(2l+1)^2-4l(l+1)=1$, the roots are the stated ones.

For $0<q<1$ the radicand lies between $1$ and $(2l+1)^2$, so $1/(2l+1)<\sigma<1$. Hence the roots are positive and distinct. The lower one lies below the solid-sphere value $\omega_p^2\,l/(2l+1)$, and the upper one above the cavity value $\omega_p^2(l+1)/(2l+1)$. As $a/b\to1$, $\sigma\to1$ and the lower root vanishes.

## A dipole shell with $a/b=1/2$

For $l=1$, $q=1/8$ and $\sigma=\sqrt2/3\approx0.471$. Then $\omega^2/\omega_p^2\approx0.264$ and $0.736$, so $\omega\approx0.514\,\omega_p$ and $0.858\,\omega_p$. The sphere and cavity values of $\omega^2/\omega_p^2$ are $1/3$ and $2/3$.

## The determinant in a computed spectrum

A uniform field $E_0$ adds $-E_0r$ to the outer dipole potential. Solving the same four equations with this source gives

$$D=E_0b^3\,\frac{(1-q)(\varepsilon-1)(2\varepsilon+1)}{(\varepsilon+2)(2\varepsilon+1)-2q(\varepsilon-1)^2}.$$

With a complex $\varepsilon$ and time dependence $e^{-i\omega t}$, the quasi-static absorption cross-section is proportional to $\omega\,\mathrm{Im}(D/E_0)$, evaluated at each frequency. The denominator is the determinant above for $l=1$.

## The statement in Lean

`radial` is the two-term potential, and `Matched` imposes the four conditions with the actual derivative `deriv`. `HasMode` asks for real amplitudes, not all zero. `drude wp w` is the permittivity, `splitting` is $\sigma$, and `modeSq` with `s` equal to `1` or `-1` is the upper or lower $\omega^2$.

The radial forms are assumed, not derived from Laplace's equation, and the angular factor is left out. Bulk plasmons at $\omega=\omega_p$, where $\varepsilon=0$ and the potential in the metal need not obey Laplace's equation, are therefore not counted as modes. Damping, interband polarization and other surrounding media are absent.

```lean
import Mathlib

open Filter Topology

namespace NanoshellPlasmon

noncomputable section

/-- Radial part `P r^l + Q / r^(l+1)` of a multipole potential of order `l`, for `r ≠ 0`. -/
def radial (l : ℕ) (P Q r : ℝ) : ℝ := P * r ^ l + Q / r ^ (l + 1)

/-- Matching of the potential and of permittivity times radial derivative at the radii `a` and `b`
of a shell of permittivity `eps` in vacuum. The amplitudes are `A` in the core, `B` and `C` in the
shell, and `D` outside. -/
def Matched (l : ℕ) (a b eps A B C D : ℝ) : Prop :=
  radial l A 0 a = radial l B C a ∧
  deriv (radial l A 0) a = eps * deriv (radial l B C) a ∧
  radial l B C b = radial l 0 D b ∧
  eps * deriv (radial l B C) b = deriv (radial l 0 D) b

/-- The shell has a mode of order `l`: the matching conditions have a nonzero solution. -/
def HasMode (l : ℕ) (a b eps : ℝ) : Prop :=
  ∃ A B C D : ℝ, ¬(A = 0 ∧ B = 0 ∧ C = 0 ∧ D = 0) ∧ Matched l a b eps A B C D

/-- Lossless Drude permittivity at frequency `w ≠ 0` for plasma frequency `wp`. -/
def drude (wp w : ℝ) : ℝ := 1 - wp ^ 2 / w ^ 2

/-- Dimensionless splitting of the two shell modes of order `l` at radius ratio `x ≥ 0`. -/
def splitting (l : ℕ) (x : ℝ) : ℝ :=
  √(1 + 4 * l * (l + 1) * x ^ (2 * l + 1)) / (2 * l + 1)

/-- Squared frequency of the upper (`s = 1`) or lower (`s = -1`) shell mode at radius ratio `x`. -/
def modeSq (l : ℕ) (wp s x : ℝ) : ℝ := wp ^ 2 / 2 * (1 + s * splitting l x)

/-- At `r ≠ 0`, `r` times the radial derivative multiplies the growing part of the potential
by `l` and the decaying part by `-(l+1)`. -/
theorem radial_deriv (l : ℕ) (P Q : ℝ) {r : ℝ} (hr : r ≠ 0) :
    r * deriv (radial l P Q) r = l * (P * r ^ l) - (l + 1) * (Q / r ^ (l + 1)) := by
  have h3 : (l : ℝ) * r ^ (l - 1) * r = l * r ^ l := by
    rcases l with _ | n
    · simp
    · rw [Nat.add_sub_cancel]; ring
  have hi : r ^ (l + 1) * (r ^ (l + 1))⁻¹ = 1 := mul_inv_cancel₀ (pow_ne_zero _ hr)
  have h4 : r * ((0 * r ^ (l + 1) - Q * (((l + 1 : ℕ) : ℝ) * r ^ l)) / (r ^ (l + 1)) ^ 2)
      = -((l + 1) * (Q / r ^ (l + 1))) := by
    push_cast
    linear_combination (-((l : ℝ) + 1) * Q * (r ^ (l + 1))⁻¹) * hi
  have h1 : HasDerivAt (fun y : ℝ => P * y ^ l) (P * (l * r ^ (l - 1))) r :=
    (hasDerivAt_pow l r).const_mul P
  have h2 : HasDerivAt (fun y : ℝ => Q / y ^ (l + 1))
      ((0 * r ^ (l + 1) - Q * (((l + 1 : ℕ) : ℝ) * r ^ l)) / (r ^ (l + 1)) ^ 2) r :=
    (hasDerivAt_const r Q).fun_div (hasDerivAt_pow (l + 1) r) (pow_ne_zero _ hr)
  have h : HasDerivAt (radial l P Q) _ r := h1.fun_add h2
  rw [h.deriv, mul_add, h4]
  linear_combination P * h3

/-- For positive radii, matching amounts to four linear equations for the amplitudes. -/
theorem matched_iff {l : ℕ} {a b eps A B C D : ℝ} (ha : 0 < a) (hb : 0 < b) :
    Matched l a b eps A B C D ↔
      A * a ^ l = B * a ^ l + C * (a ^ (l + 1))⁻¹ ∧
      l * (A * a ^ l) = eps * (l * (B * a ^ l) - (l + 1) * (C * (a ^ (l + 1))⁻¹)) ∧
      B * b ^ l + C * (b ^ (l + 1))⁻¹ = D * (b ^ (l + 1))⁻¹ ∧
      eps * (l * (B * b ^ l) - (l + 1) * (C * (b ^ (l + 1))⁻¹))
        = -((l + 1) * (D * (b ^ (l + 1))⁻¹)) := by
  have e1 : deriv (radial l A 0) a = eps * deriv (radial l B C) a ↔
      a * deriv (radial l A 0) a = eps * (a * deriv (radial l B C) a) :=
    ⟨fun h => by linear_combination a * h,
      fun h => mul_left_cancel₀ ha.ne' (by linear_combination h)⟩
  have e2 : eps * deriv (radial l B C) b = deriv (radial l 0 D) b ↔
      eps * (b * deriv (radial l B C) b) = b * deriv (radial l 0 D) b :=
    ⟨fun h => by linear_combination b * h,
      fun h => mul_left_cancel₀ hb.ne' (by linear_combination h)⟩
  unfold Matched
  rw [e1, e2, radial_deriv l A 0 ha.ne', radial_deriv l B C ha.ne',
    radial_deriv l B C hb.ne', radial_deriv l 0 D hb.ne']
  simp only [radial]
  constructor <;> rintro ⟨h1, h2, h3, h4⟩ <;>
    exact ⟨by linear_combination h1, by linear_combination h2,
      by linear_combination h3, by linear_combination h4⟩

/-- Elimination of the amplitudes: for `n ≥ 0` and positive `u, v, U, V` with `u V = q v U`, the
four linear matching equations have a nonzero solution iff their secular equation holds. -/
theorem secular {n eps u v U V q : ℝ} (hn : 0 ≤ n) (hu : 0 < u) (hv : 0 < v) (hU : 0 < U)
    (hV : 0 < V) (hq : u * V = q * (v * U)) :
    (∃ A B C D : ℝ, ¬(A = 0 ∧ B = 0 ∧ C = 0 ∧ D = 0) ∧
      A * u = B * u + C * v ∧ n * (A * u) = eps * (n * (B * u) - (n + 1) * (C * v)) ∧
      B * U + C * V = D * V ∧
      eps * (n * (B * U) - (n + 1) * (C * V)) = -((n + 1) * (D * V))) ↔
    (n + (n + 1) * eps) * (n * eps + n + 1) = n * (n + 1) * q * (eps - 1) ^ 2 := by
  constructor
  · rintro ⟨A, B, C, D, hne, h1, h2, h3, h4⟩
    -- eliminate the core and outer amplitudes
    have h5 : n * (eps - 1) * u * B = (n + (n + 1) * eps) * v * C := by
      linear_combination n * h1 - h2
    have h6 : (n * eps + n + 1) * U * B = (n + 1) * (eps - 1) * V * C := by
      linear_combination h4 + (n + 1) * h3
    by_contra hG
    have hG' := mul_ne_zero (mul_pos hv hU).ne' (sub_ne_zero.2 hG)
    have hB : B = 0 := by
      refine (mul_eq_zero.1 ?_).resolve_right hG'
      linear_combination (n + (n + 1) * eps) * v * h6 - (n + 1) * (eps - 1) * V * h5
        + B * n * (n + 1) * (eps - 1) ^ 2 * hq
    have hC : C = 0 := by
      refine (mul_eq_zero.1 ?_).resolve_right hG'
      linear_combination n * (eps - 1) * u * h6 - (n * eps + n + 1) * U * h5
        + C * n * (n + 1) * (eps - 1) ^ 2 * hq
    subst hB hC
    exact hne ⟨(mul_eq_zero.1 (by linear_combination h1)).resolve_right hu.ne', rfl, rfl,
      (mul_eq_zero.1 (by linear_combination -h3)).resolve_right hV.ne'⟩
  · intro hG
    -- an explicit solution, read off from the matching at the outer surface
    have hA := div_mul_cancel₀
      ((n + 1) * (eps - 1) * V * u + (n * eps + n + 1) * U * v) hu.ne'
    refine ⟨_, (n + 1) * (eps - 1) * V, (n * eps + n + 1) * U, (2 * n + 1) * eps * U,
      ?_, hA, ?_, by ring, by ring⟩
    · rintro ⟨-, hB, hC, -⟩
      have h1 := (mul_eq_zero.1 hB).resolve_right hV.ne'
      have h2 := (mul_eq_zero.1 hC).resolve_right hU.ne'
      have h3 : (n + 1) * (2 * n + 1) = 0 := by linear_combination (n + 1) * h2 - n * h1
      have h4 : 0 < (n + 1) * (2 * n + 1) := by positivity
      linarith
    · linear_combination n * hA + v * U * hG - n * (n + 1) * (eps - 1) ^ 2 * hq

/-- A shell with positive radii `a`, `b` and any real permittivity `eps` has a mode of order `l`
iff `(l + (l+1) eps)(l eps + l + 1) = l (l+1) (a/b)^(2l+1) (eps - 1)^2`. -/
theorem hasMode_iff (l : ℕ) {a b : ℝ} (eps : ℝ) (ha : 0 < a) (hb : 0 < b) :
    HasMode l a b eps ↔ ((l : ℝ) + (l + 1) * eps) * (l * eps + l + 1)
      = l * (l + 1) * (a / b) ^ (2 * l + 1) * (eps - 1) ^ 2 := by
  have hq : a ^ l * (b ^ (l + 1))⁻¹
      = (a / b) ^ (2 * l + 1) * ((a ^ (l + 1))⁻¹ * b ^ l) := by
    have h1 : a ^ (2 * l + 1) = a ^ l * a ^ (l + 1) := by ring
    have h2 : b ^ (2 * l + 1) = b ^ l * b ^ (l + 1) := by ring
    have hx := mul_inv_cancel₀ (pow_pos ha (l + 1)).ne'
    have hy := mul_inv_cancel₀ (pow_pos hb l).ne'
    rw [div_pow, h1, h2]
    linear_combination (-(a ^ l * (b ^ (l + 1))⁻¹) * (b ^ l * (b ^ l)⁻¹)) * hx
      - (a ^ l * (b ^ (l + 1))⁻¹) * hy
  unfold HasMode
  simp only [matched_iff ha hb]
  exact secular (Nat.cast_nonneg l) (pow_pos ha _) (inv_pos.2 (pow_pos ha _))
    (pow_pos hb _) (inv_pos.2 (pow_pos hb _)) hq

/-- For `l ≥ 1` and radius ratio `0 < x < 1` the splitting lies strictly between
`1/(2l+1)` and `1`. -/
theorem splitting_bounds {l : ℕ} {x : ℝ} (hl : 1 ≤ l) (hx : 0 < x) (hx1 : x < 1) :
    1 / (2 * (l : ℝ) + 1) < splitting l x ∧ splitting l x < 1 := by
  have hL : (1 : ℝ) ≤ l := by exact_mod_cast hl
  have hm : 0 < 2 * (l : ℝ) + 1 := by linarith
  have hc : 0 < 4 * (l : ℝ) * (l + 1) := by nlinarith
  have h1 := mul_pos hc (pow_pos hx (2 * l + 1))
  have h2 := mul_lt_mul_of_pos_left (pow_lt_one₀ hx.le hx1 (by omega : 2 * l + 1 ≠ 0)) hc
  constructor
  · refine div_lt_div_of_pos_right ((Real.lt_sqrt zero_le_one).2 ?_) hm
    linarith
  · refine (div_lt_one hm).2 ((Real.sqrt_lt' hm).2 ?_)
    nlinarith [h2]

/-- Level repulsion: for `l ≥ 1`, `wp > 0` and radius ratio `0 < x < 1`, the lower squared
frequency is below `wp^2 l/(2l+1)` and the upper one is above `wp^2 (l+1)/(2l+1)`. -/
theorem level_repulsion {l : ℕ} {wp x : ℝ} (hl : 1 ≤ l) (hwp : 0 < wp) (hx : 0 < x)
    (hx1 : x < 1) :
    modeSq l wp (-1) x < wp ^ 2 * (l / (2 * l + 1)) ∧
      wp ^ 2 * ((l + 1) / (2 * l + 1)) < modeSq l wp 1 x := by
  have hm : 0 < 2 * (l : ℝ) + 1 := by positivity
  have hk := mul_inv_cancel₀ hm.ne'
  have k1 : (l : ℝ) / (2 * l + 1) = (1 - 1 / (2 * l + 1)) / 2 := by
    linear_combination (1 / 2) * hk
  have k2 : ((l : ℝ) + 1) / (2 * l + 1) = (1 + 1 / (2 * l + 1)) / 2 := by
    linear_combination (1 / 2) * hk
  have p := mul_lt_mul_of_pos_left (splitting_bounds hl hx hx1).1 (pow_pos hwp 2)
  rw [k1, k2]
  unfold modeSq
  constructor <;> nlinarith [p]

/-- Nanoshell plasmon hybridization: for a Drude shell `0 < a < b` in vacuum, `l ≥ 1` and
`wp > 0`, the two values `(wp^2/2)(1 ± sqrt(1 + 4l(l+1)(a/b)^(2l+1))/(2l+1))` are positive and
distinct, and a mode exists at `w > 0` iff `w^2` is one of them. -/
theorem nanoshell_modes {l : ℕ} {a b wp : ℝ} (hl : 1 ≤ l) (ha : 0 < a) (hab : a < b)
    (hwp : 0 < wp) :
    0 < modeSq l wp (-1) (a / b) ∧ modeSq l wp (-1) (a / b) < modeSq l wp 1 (a / b) ∧
    ∀ w : ℝ, 0 < w → (HasMode l a b (drude wp w) ↔
      w ^ 2 = modeSq l wp 1 (a / b) ∨ w ^ 2 = modeSq l wp (-1) (a / b)) := by
  have hb : 0 < b := ha.trans hab
  have hx : 0 < a / b := div_pos ha hb
  have hm : 0 < 2 * (l : ℝ) + 1 := by positivity
  obtain ⟨s1, s2⟩ := splitting_bounds hl hx ((div_lt_one hb).2 hab)
  have s0 : 0 < splitting l (a / b) := (one_div_pos.2 hm).trans s1
  have hp := pow_pos hwp 2
  refine ⟨?_, ?_, fun w hw => ?_⟩
  · unfold modeSq
    exact mul_pos (by linarith) (by linarith)
  · unfold modeSq
    nlinarith [mul_pos hp s0]
  · have hσ : (2 * (l : ℝ) + 1) ^ 2 * splitting l (a / b) ^ 2
        = 1 + 4 * l * (l + 1) * (a / b) ^ (2 * l + 1) := by
      rw [splitting, div_pow, Real.sq_sqrt (by positivity)]
      field_simp
    -- equations whose difference is a product of two factors have the two roots
    have aux : ∀ L R X Y W m : ℝ, W ≠ 0 → m ≠ 0 →
        W ^ 2 * (L - R) = m ^ 2 * ((W - X) * (W - Y)) → (L = R ↔ W = X ∨ W = Y) := by
      intro L R X Y W m hW hm k
      rw [← sub_eq_zero (a := L) (b := R), ← sub_eq_zero (a := W) (b := X),
        ← sub_eq_zero (a := W) (b := Y), ← mul_eq_zero]
      constructor
      · intro h
        rw [h, mul_zero] at k
        exact (mul_eq_zero.1 k.symm).resolve_left (pow_ne_zero 2 hm)
      · intro h
        rw [h, mul_zero] at k
        exact (mul_eq_zero.1 k).resolve_left (pow_ne_zero 2 hW)
    have hw2 : w ^ 2 ≠ 0 := (pow_pos hw 2).ne'
    have hz : wp ^ 2 = wp ^ 2 / w ^ 2 * w ^ 2 := (div_mul_cancel₀ _ hw2).symm
    rw [hasMode_iff l _ ha hb]
    unfold drude modeSq
    generalize wp ^ 2 / w ^ 2 = z at hz ⊢
    rw [hz]
    exact aux _ _ _ _ _ (2 * (l : ℝ) + 1) hw2 hm.ne'
      (by linear_combination (z ^ 2 * (w ^ 2) ^ 2 / 4) * hσ)

/-- The lower mode frequency tends to zero as the radius ratio tends to one from below. -/
theorem lower_mode_thin_shell (l : ℕ) (wp : ℝ) :
    Tendsto (fun x => √(modeSq l wp (-1) x)) (𝓝[<] 1) (𝓝 0) := by
  have hm : 0 < 2 * (l : ℝ) + 1 := by positivity
  have h1 : splitting l 1 = 1 := by
    have h : 1 + 4 * (l : ℝ) * (l + 1) * 1 ^ (2 * l + 1) = (2 * l + 1) ^ 2 := by
      rw [one_pow]; ring
    rw [splitting, h, Real.sqrt_sq hm.le, div_self hm.ne']
  have h0 : √(modeSq l wp (-1) 1) = 0 := by simp [modeSq, h1]
  have hc : Continuous (fun x => √(modeSq l wp (-1) x)) := by
    unfold modeSq splitting
    fun_prop
  have h : Tendsto (fun x => √(modeSq l wp (-1) x)) (𝓝 1) (𝓝 0) := by
    have h2 := hc.tendsto 1
    simpa only [h0] using h2
  exact h.mono_left nhdsWithin_le_nhds

end

end NanoshellPlasmon
```

```lean
#print axioms NanoshellPlasmon.level_repulsion
#print axioms NanoshellPlasmon.nanoshell_modes
#print axioms NanoshellPlasmon.lower_mode_thin_shell
```

```
'NanoshellPlasmon.level_repulsion' depends on axioms: [propext, Classical.choice, Quot.sound]
'NanoshellPlasmon.nanoshell_modes' depends on axioms: [propext, Classical.choice, Quot.sound]
'NanoshellPlasmon.lower_mode_thin_shell' depends on axioms: [propext, Classical.choice, Quot.sound]
```

## Elimination and factoring in the proof

`radial_deriv` computes $r\,d/dr$, and `matched_iff` turns matching into the four linear equations.

`secular` does the elimination, with `u`, `v`, `U`, `V` for $a^l$, $a^{-l-1}$, $b^l$, $b^{-l-1}$. Its `h5` and `h6` are the two equations for $B$ and $C$. If the determinant is nonzero, they force $B=C=0$, and continuity of the potential then gives $A=D=0$. Conversely, an explicit solution is supplied. `hasMode_iff` restores the radii and holds for any real permittivity.

`splitting_bounds` bounds $\sigma$, and `level_repulsion` derives the comparison with sphere and cavity. In `nanoshell_modes`, `hσ` removes the square root, `aux` reads the two roots off a factored quadratic, and `linear_combination` checks the factoring.

`lower_mode_thin_shell` uses continuity in $a/b$ and $\sigma=1$ at ratio 1, for fixed $l$ and $\omega_p$.
